# For signed walkers without annihilation, the top eigenvalue governing the total is at least that governing the difference

In some projector Monte Carlo methods, an energy shift S is adjusted until the walker number holds steady, and S is then read as an energy. For a real symmetric Hamiltonian H on finitely many states, let a walker on state j spawn onto each other state i at rate |H_ij|, with its own sign if H_ij < 0 and the opposite sign if H_ij > 0. On its own state, the walker is copied at rate −H_ii if H_ii < 0 and dies at rate H_ii if H_ii > 0. Put −H_ii and the same-sign rates in A, and the opposite-sign rates in B. Then A − B = −H, while A + B = −K, where K has the diagonal of H and off-diagonal entries −|H_ij|. The shift adds S to the diagonal of A, and so to every eigenvalue of A − B and A + B. If opposite walkers never cancel, a steady total in its leading mode therefore gives the lowest eigenvalue of K, which is at or below that of H.

The finite type `ι` labels the basis states.

```lean
import Mathlib

open Matrix

namespace SignedWalkerGrowth

variable {ι : Type*} [Fintype ι]
```

In general, A and B are symmetric, B is entrywise nonnegative, and A is nonnegative off the diagonal. The diagonal of A is free, since it holds energies and the shift.

```lean
/-- Spawning rates: `A` (same sign) and `B` (opposite sign) are symmetric, `A` is nonnegative
off the diagonal and `B` is nonnegative everywhere. -/
structure IsSpawning (A B : Matrix ι ι ℝ) : Prop where
  symmA : A.IsSymm
  symmB : B.IsSymm
  offdiag : ∀ i j, i ≠ j → 0 ≤ A i j
  nonneg : ∀ i j, 0 ≤ B i j
```

The populations p and n are real vectors depending on time. Their equations are deterministic rate equations, without sampling noise or population control:

p′ = Ap + Bn,  n′ = Bp + An.

```lean
/-- Positive walkers `p` and negative walkers `n` obey `p' = A p + B n` and `n' = B p + A n`. -/
def IsWalkerFlow (A B : Matrix ι ι ℝ) (p n : ℝ → ι → ℝ) : Prop :=
  ∀ t, HasDerivAt p (A *ᵥ p t + B *ᵥ n t) t ∧ HasDerivAt n (B *ᵥ p t + A *ᵥ n t) t
```

A top eigenvalue has a nonzero eigenvector and bounds every real eigenvalue.

```lean
/-- `μ` is the largest real eigenvalue of `M`. -/
def IsTopEigenvalue (M : Matrix ι ι ℝ) (μ : ℝ) : Prop :=
  (∃ v, v ≠ 0 ∧ M *ᵥ v = μ • v) ∧ ∀ ν v, v ≠ 0 → M *ᵥ v = ν • v → ν ≤ μ
```

Connectedness means that no proper nonempty set of states is cut off from the rest. Only the equality criterion at the end assumes it.

```lean
/-- Every nonempty proper set of basis states is linked by `M` to a state outside it. -/
def IsConnected (M : Matrix ι ι ℝ) : Prop :=
  ∀ S : Set ι, S.Nonempty → Sᶜ.Nonempty → ∃ i ∈ S, ∃ j ∉ S, M i j ≠ 0
```

Subtracting and adding the rate equations gives

(p − n)′ = (A − B)(p − n),  (p + n)′ = (A + B)(p + n).

```lean
/-- The signed population `p - n` evolves by `A - B`, the total population `p + n` by `A + B`. -/
theorem flow_decouples {A B : Matrix ι ι ℝ} {p n : ℝ → ι → ℝ} (h : IsWalkerFlow A B p n)
    (t : ℝ) :
    HasDerivAt (fun s => p s - n s) ((A - B) *ᵥ (p t - n t)) t ∧
      HasDerivAt (fun s => p s + n s) ((A + B) *ᵥ (p t + n t)) t := by
  constructor
  · refine ((h t).1.fun_sub (h t).2).congr_deriv ?_
    rw [sub_mulVec, mulVec_sub, mulVec_sub]
    abel
  · refine ((h t).1.fun_add (h t).2).congr_deriv ?_
    rw [add_mulVec, mulVec_add, mulVec_add]
    abel
```

Let x′ = Mx with M symmetric, and let Mw = μw. Then

(w·x)′ = w·Mx = (Mw)·x = μ(w·x),

so exp(−μt)(w·x) has zero derivative and is constant. Lean writes the dot product as `⬝ᵥ` and the matrix acting on a vector as `*ᵥ`.

```lean
/-- Under `x' = M x` with `M` symmetric, the overlap of `x` with an eigenvector of
eigenvalue `μ` is multiplied by `exp (μ t)` after time `t`. -/
theorem mode_growth {M : Matrix ι ι ℝ} (hM : M.IsSymm) {x : ℝ → ι → ℝ}
    (hx : ∀ t, HasDerivAt x (M *ᵥ x t) t) {w : ι → ℝ} {μ : ℝ} (hw : M *ᵥ w = μ • w) (t : ℝ) :
    w ⬝ᵥ x t = Real.exp (μ * t) * (w ⬝ᵥ x 0) := by
  have hd : ∀ s, HasDerivAt (fun s => w ⬝ᵥ x s) (μ * (w ⬝ᵥ x s)) s := by
    intro s
    have h1 : HasDerivAt (fun s => ∑ i, w i * x s i) (∑ i, w i * (M *ᵥ x s) i) s :=
      HasDerivAt.fun_sum fun i _ => (hasDerivAt_pi.mp (hx s) i).const_mul (w i)
    have h2 : w ⬝ᵥ M *ᵥ x s = μ * (w ⬝ᵥ x s) := by
      rw [Matrix.dotProduct_mulVec, ← Matrix.mulVec_transpose, hM.eq, hw, smul_dotProduct,
        smul_eq_mul]
    exact h1.congr_deriv h2
  -- the overlap with its exponential divided out is constant
  have hg : ∀ s, HasDerivAt (fun s => Real.exp (-μ * s) * (w ⬝ᵥ x s)) 0 s := fun s =>
    ((((hasDerivAt_id' s).const_mul (-μ)).exp).fun_mul (hd s)).congr_deriv (by ring)
  have hc := is_const_of_deriv_eq_zero (fun s => (hg s).differentiableAt)
    (fun s => (hg s).deriv) t 0
  simp only [mul_zero, Real.exp_zero, one_mul] at hc
  rw [← hc, ← mul_assoc, ← Real.exp_add, show μ * t + -μ * t = 0 by ring, Real.exp_zero,
    one_mul]
```

Applied to the total and to the difference, this gives each overlap its exact exponential. An overlap that starts at zero stays zero.

```lean
/-- For symmetric rates, the total population grows along an eigenvector of `A + B` at its
eigenvalue `μ`, the signed population along an eigenvector of `A - B` at its eigenvalue `ν`. -/
theorem population_growth {A B : Matrix ι ι ℝ} (hA : A.IsSymm) (hB : B.IsSymm)
    {p n : ℝ → ι → ℝ} (h : IsWalkerFlow A B p n) {w v : ι → ℝ} {μ ν : ℝ}
    (hw : (A + B) *ᵥ w = μ • w) (hv : (A - B) *ᵥ v = ν • v) (t : ℝ) :
    w ⬝ᵥ (p t + n t) = Real.exp (μ * t) * (w ⬝ᵥ (p 0 + n 0)) ∧
      v ⬝ᵥ (p t - n t) = Real.exp (ν * t) * (v ⬝ᵥ (p 0 - n 0)) :=
  ⟨mode_growth (hA.add hB) (fun s => (flow_decouples h s).2) hw t,
    mode_growth (hA.sub hB) (fun s => (flow_decouples h s).1) hv t⟩
```

To compare the top eigenvalues, let μ be that of a symmetric M, and expand x = Σ_k c_k u_k in orthonormal eigenvectors with eigenvalues λ_k:

μ(x·x) − x·Mx = Σ_k (μ − λ_k)c_k² ≥ 0.

If the sum vanishes, only components with λ_k = μ survive, so Mx = μx.

In Lean, `key` shows that the eigenvalues of P = μ1 − M are nonnegative, which makes P positive semidefinite. The Mathlib lemma `dotProduct_mulVec_zero_iff` then says that x·Px = 0 exactly when Px = 0. The reason is that P = CᵀC for some C, so x·Px = |Cx|². One scalar equality thus yields a whole eigenvalue equation, which the equality case below needs.

```lean
/-- Rayleigh principle: the largest eigenvalue of a symmetric matrix bounds its quadratic form,
and a vector that attains the bound satisfies the eigenvalue equation. -/
theorem rayleigh {M : Matrix ι ι ℝ} (hM : M.IsSymm) {μ : ℝ} (h : IsTopEigenvalue M μ)
    (x : ι → ℝ) :
    x ⬝ᵥ M *ᵥ x ≤ μ * (x ⬝ᵥ x) ∧ (x ⬝ᵥ M *ᵥ x = μ * (x ⬝ᵥ x) → M *ᵥ x = μ • x) := by
  classical
  have hH : (μ • (1 : Matrix ι ι ℝ) - M).IsHermitian := by
    rw [Matrix.IsHermitian, Matrix.conjTranspose_eq_transpose_of_trivial, transpose_sub,
      transpose_smul, transpose_one, hM.eq]
  have hmul : ∀ y, (μ • (1 : Matrix ι ι ℝ) - M) *ᵥ y = μ • y - M *ᵥ y := fun y => by
    rw [sub_mulVec, smul_mulVec, one_mulVec]
  -- all eigenvalues of μ - M are nonnegative
  have key : ∀ i, 0 ≤ hH.eigenvalues i := by
    intro i
    have e := hH.mulVec_eigenvectorBasis i
    rw [hmul] at e
    have hne := hH.eigenvectorBasis.orthonormal.ne_zero i
    have hle := h.2 (μ - hH.eigenvalues i) (hH.eigenvectorBasis i).ofLp
      (fun h0 => hne (by ext k; exact congrFun h0 k))
      (by rw [sub_smul, ← e]; abel)
    linarith
  have hP := hH.posSemidef_iff_eigenvalues_nonneg.mpr (fun i => key i)
  have hq : star x ⬝ᵥ (μ • (1 : Matrix ι ι ℝ) - M) *ᵥ x = μ * (x ⬝ᵥ x) - x ⬝ᵥ M *ᵥ x := by
    rw [hmul, star_trivial, dotProduct_sub, dotProduct_smul, smul_eq_mul]
  constructor
  · have h0 := hP.dotProduct_mulVec_nonneg x
    rw [hq] at h0
    linarith
  · intro he
    have h0 := (hP.dotProduct_mulVec_zero_iff x).mp (by rw [hq, he, sub_self])
    rw [hmul] at h0
    exact (sub_eq_zero.mp h0).symm
```

The quadratic form is a double sum,

x·Mx = Σ_i Σ_j x_i M_ij x_j,

```lean
/-- The quadratic form of a matrix as a double sum over basis states. -/
theorem quadratic_eq_sum (M : Matrix ι ι ℝ) (x : ι → ℝ) :
    x ⬝ᵥ M *ᵥ x = ∑ i, ∑ j, x i * M i j * x j := by
  simp only [dotProduct, mulVec, Finset.mul_sum, mul_assoc]
```

and can be compared term by term. For i ≠ j,

|v_i|(A + B)_ij|v_j| − v_i(A − B)_ij v_j = A_ij(|v_i v_j| − v_i v_j) + B_ij(|v_i v_j| + v_i v_j) ≥ 0.

For i = j the difference is 2B_ii v_i² ≥ 0.

```lean
omit [Fintype ι] in
/-- For spawning rates `A` and `B`, replacing the amplitudes `v i` by `|v i|` and `A - B` by `A + B`
lowers no term of the quadratic form. -/
theorem term_le {A B : Matrix ι ι ℝ} (h : IsSpawning A B) (v : ι → ℝ) (i j : ι) :
    v i * (A - B) i j * v j ≤ |v i| * (A + B) i j * |v j| := by
  have hb := h.nonneg i j
  simp only [Matrix.sub_apply, Matrix.add_apply]
  by_cases hij : i = j
  · subst hij
    have e : |v i| * (A i i + B i i) * |v i| = (A i i + B i i) * (v i * v i) := by
      rw [← abs_mul_abs_self (v i)]; ring
    rw [e]
    nlinarith [mul_nonneg hb (mul_self_nonneg (v i))]
  · have h1 := le_abs_self (v i * v j)
    have h2 := neg_abs_le (v i * v j)
    rw [abs_mul] at h1 h2
    have h3 : 0 ≤ |v i| * |v j| + v i * v j := by linarith
    nlinarith [mul_nonneg (h.offdiag i j hij) (sub_nonneg.2 h1), mul_nonneg hb h3]
```

Now let μ and ν be the top eigenvalues of A + B and A − B, and let v ≠ 0 satisfy (A − B)v = νv. With |v| taken componentwise,

ν(v·v) = v·(A − B)v ≤ |v|·(A + B)|v| ≤ μ(v·v).

Dividing by v·v > 0 gives ν ≤ μ.

```lean
/-- For spawning rates `A` and `B`, the largest eigenvalue of `A + B`, which drives the total
population, is at least that of `A - B`, which drives the signed population. -/
theorem signed_le_total {A B : Matrix ι ι ℝ} (h : IsSpawning A B) {μ ν : ℝ}
    (hμ : IsTopEigenvalue (A + B) μ) (hν : IsTopEigenvalue (A - B) ν) : ν ≤ μ := by
  obtain ⟨v, hv, he⟩ := hν.1
  have h1 : v ⬝ᵥ (A - B) *ᵥ v ≤ (fun i => |v i|) ⬝ᵥ (A + B) *ᵥ (fun i => |v i|) := by
    rw [quadratic_eq_sum, quadratic_eq_sum]
    exact Finset.sum_le_sum fun i _ => Finset.sum_le_sum fun j _ => term_le h v i j
  have h2 := (rayleigh (h.symmA.add h.symmB) hμ (fun i => |v i|)).1
  have h3 : (fun i => |v i|) ⬝ᵥ (fun i => |v i|) = v ⬝ᵥ v := by
    simp only [dotProduct, abs_mul_abs_self]
  rw [he, dotProduct_smul, smul_eq_mul] at h1
  rw [h3] at h2
  obtain ⟨k, hk⟩ := Function.ne_iff.mp hv
  have hpos : 0 < v ⬝ᵥ v :=
    Finset.sum_pos' (fun i _ => mul_self_nonneg (v i))
      ⟨k, Finset.mem_univ k, mul_self_pos.mpr hk⟩
  exact le_of_mul_le_mul_right (h1.trans h2) hpos
```

Suppose ν = μ and A + B is connected. Both inequalities are then equalities, so all the terms agree and |v| is an eigenvector of A + B. If v_i = 0, its i-th equation reads

Σ_l (A + B)_il|v_l| = 0.

Every term is nonnegative, so i has no link to a state where v is nonzero. Connectedness therefore rules out zeros of v. Writing v_i = s_i|v_i| with s_i = ±1 and dividing the equal terms by |v_i||v_j| gives

s_i(A − B)_ij s_j = (A + B)_ij.

Conversely, given such signs and a top eigenvector w of A + B,

Σ_j (A − B)_ij s_j w_j = s_i Σ_j (A + B)_ij w_j = μ s_i w_i,

so μ ≤ ν. For the rates built from H above, the condition says that flipping basis signs can make every off-diagonal element of H nonpositive: there is no sign problem in that basis up to signs.

```lean
/-- For spawning rates `A` and `B` with `A + B` connected, the largest eigenvalue of `A - B` equals
that of `A + B` exactly when some choice of signs of the basis states turns `A - B` into `A + B`. -/
theorem eq_iff_sign_gauge {A B : Matrix ι ι ℝ} (h : IsSpawning A B) (hc : IsConnected (A + B))
    {μ ν : ℝ} (hμ : IsTopEigenvalue (A + B) μ) (hν : IsTopEigenvalue (A - B) ν) :
    ν = μ ↔ ∃ s : ι → ℝ, (∀ i, s i = 1 ∨ s i = -1) ∧
      ∀ i j, s i * (A - B) i j * s j = (A + B) i j := by
  constructor
  · rintro rfl
    obtain ⟨v, hv, he⟩ := hν.1
    have hle : ∀ i, ∑ j, v i * (A - B) i j * v j ≤ ∑ j, |v i| * (A + B) i j * |v j| :=
      fun i => Finset.sum_le_sum fun j _ => term_le h v i j
    have h1 := Finset.sum_le_sum fun i (_ : i ∈ Finset.univ) => hle i
    have hr := rayleigh (h.symmA.add h.symmB) hμ (fun i => |v i|)
    have h3 : (fun i => |v i|) ⬝ᵥ (fun i => |v i|) = v ⬝ᵥ v := by
      simp only [dotProduct, abs_mul_abs_self]
    have h4 : ∑ i, ∑ j, v i * (A - B) i j * v j = ν * (v ⬝ᵥ v) := by
      rw [← quadratic_eq_sum, he, dotProduct_smul, smul_eq_mul]
    rw [h3, quadratic_eq_sum] at hr
    have h5 := le_antisymm hr.1 (h4 ▸ h1)
    have heig := hr.2 h5
    -- equal sums of ordered terms are equal term by term
    have hterm : ∀ i j, v i * (A - B) i j * v j = |v i| * (A + B) i j * |v j| := by
      intro i j
      have hi := (Finset.sum_eq_sum_iff_of_le fun i _ => hle i).mp (h4.trans h5.symm) i
        (Finset.mem_univ i)
      exact (Finset.sum_eq_sum_iff_of_le fun j _ => term_le h v i j).mp hi j
        (Finset.mem_univ j)
    -- connectedness forbids zeros of the eigenvector
    have hpos : ∀ i, 0 < |v i| := by
      intro i₀
      by_contra hi₀
      have hz : v i₀ = 0 := by
        by_contra hne
        exact hi₀ (abs_pos.mpr hne)
      obtain ⟨k, hk⟩ := Function.ne_iff.mp hv
      obtain ⟨i, hi, j, hj, hij⟩ := hc {i | v i = 0} ⟨i₀, hz⟩ ⟨k, hk⟩
      have hi' : v i = 0 := hi
      have hsum : ∑ l, (A + B) i l * |v l| = 0 := by
        have e : ∑ l, (A + B) i l * |v l| = ν * |v i| := congrFun heig i
        rw [e, hi', abs_zero, mul_zero]
      have hnn : ∀ l ∈ Finset.univ, 0 ≤ (A + B) i l * |v l| := by
        intro l _
        by_cases hl : i = l
        · rw [← hl, hi', abs_zero, mul_zero]
        · exact mul_nonneg (add_nonneg (h.offdiag i l hl) (h.nonneg i l)) (abs_nonneg _)
      have hzero := (Finset.sum_eq_zero_iff_of_nonneg hnn).mp hsum j (Finset.mem_univ j)
      exact (mul_ne_zero hij (abs_ne_zero.mpr hj)) hzero
    have hsgn : ∀ i, ∃ s : ℝ, (s = 1 ∨ s = -1) ∧ v i = s * |v i| := by
      intro i
      rcases le_total 0 (v i) with hi | hi
      · exact ⟨1, Or.inl rfl, by rw [abs_of_nonneg hi, one_mul]⟩
      · exact ⟨-1, Or.inr rfl, by rw [abs_of_nonpos hi]; ring⟩
    choose s hs1 hs2 using hsgn
    refine ⟨s, hs1, fun i j => mul_left_cancel₀ (mul_pos (hpos i) (hpos j)).ne' ?_⟩
    calc |v i| * |v j| * (s i * (A - B) i j * s j)
        = (s i * |v i|) * (A - B) i j * (s j * |v j|) := by ring
      _ = v i * (A - B) i j * v j := by rw [← hs2 i, ← hs2 j]
      _ = |v i| * (A + B) i j * |v j| := hterm i j
      _ = |v i| * |v j| * (A + B) i j := by ring
  · rintro ⟨s, hs, hg⟩
    refine le_antisymm (signed_le_total h hμ hν) ?_
    have hsq : ∀ i, s i * s i = 1 := fun i => by
      rcases hs i with hi | hi <;> rw [hi] <;> norm_num
    obtain ⟨w, hw, he⟩ := hμ.1
    -- the gauge carries the top eigenvector of A + B to an eigenvector of A - B
    refine hν.2 μ (fun i => s i * w i) (fun h0 => hw ?_) ?_
    · ext i
      have hi : s i * w i = 0 := congrFun h0 i
      change w i = 0
      linear_combination s i * hi - w i * hsq i
    · ext i
      have hi : ∑ j, (A + B) i j * w j = μ * w i := congrFun he i
      change ∑ j, (A - B) i j * (s j * w j) = μ * (s i * w i)
      calc ∑ j, (A - B) i j * (s j * w j) = ∑ j, s i * ((A + B) i j * w j) := by
            refine Finset.sum_congr rfl fun j _ => ?_
            rw [← hg i j]
            linear_combination (-((A - B) i j * s j * w j)) * hsq i
        _ = μ * (s i * w i) := by rw [← Finset.mul_sum, hi]; ring

end SignedWalkerGrowth
```

```lean
#print axioms SignedWalkerGrowth.population_growth
#print axioms SignedWalkerGrowth.signed_le_total
#print axioms SignedWalkerGrowth.eq_iff_sign_gauge
```

```
'SignedWalkerGrowth.population_growth' depends on axioms: [propext, Classical.choice, Quot.sound]
'SignedWalkerGrowth.signed_le_total' depends on axioms: [propext, Classical.choice, Quot.sound]
'SignedWalkerGrowth.eq_iff_sign_gauge' depends on axioms: [propext, Classical.choice, Quot.sound]
```
